# With equal amplitudes and constant cubic and quartic couplings, bcc density waves reach negative Landau energy at a larger t than hexagonal ones

Take density waves of one wavelength and equal amplitude, with constant positive cubic and quartic couplings and a quadratic coefficient t that falls on cooling. The twelve wavevectors of a bcc crystal, (±1,±1,0) and its permutations, then reach negative Landau energy, below that of the uniform liquid, before the six of a hexagonal pattern do. I know this as a counting argument about wavevectors that sum to zero. Can it be made rigorous, counts included, and machine-checked?

## The thresholds are 4/15 and 16/45 of w²/(4u)

Yes. Let w > 0 and u > 0 be the cubic and quartic coefficients. For

4/15 · w²/(4u) ≤ t < 16/45 · w²/(4u)

the bcc star has negative energy at some amplitude A > 0, while the hexagonal energy is nonnegative at every A.

Write T and Q for the numbers of ordered triples and quadruples with zero sum in a star of N wavevectors. All wavevectors here have squared length 2, so −(p+q) can have that length only if p·q = −1. Each p has 2 such partners q in the hexagon and 4 among the twelve, and −(p+q) is in the star each time. Hence T = 6·2 = 12 and T = 12·4 = 48.

For quadruples, let n(v) be the number of ordered pairs with p+q = v. By inversion symmetry Q = Σ n(v)². Grouping the sums v by p·q = −2, −1, 0, 1, 2 (the value 0 does not occur in the hexagon) gives

hexagonal: Q = 6² + 6·2² + 6·2² + 6·1² = 90

bcc: Q = 12² + 12·4² + 6·4² + 24·2² + 12·1² = 540

Now give every wave the amplitude A/√N. The quadratic sum is N·A²/N = A², and the energy becomes

F(A) = tA² − w c₃A³ + u c₄A⁴, with c₃ = T/N^(3/2) and c₄ = Q/N².

With g = w c₃ and h = u c₄, completing the square gives

F(A) = A² [t − g²/(4h) + h(A − g/(2h))²].

If t ≥ g²/(4h), no amplitude gives a negative value. If t < g²/(4h), the amplitude A = g/(2h) > 0 does. The threshold is therefore (c₃²/c₄) · w²/(4u), where

c₃²/c₄ = T²/(NQ) = 144/540 = 4/15 for the hexagon, and 2304/6480 = 16/45 for bcc.

## What the Lean statements say

A `Wavevector` is an integer triple in units of a fixed reciprocal length, and a star is a finite set of them. `star_geometry` states that the hexagon lies inside the bcc star, so one t serves both. `landauEnergy` takes real Fourier amplitudes and couples those whose wavevectors sum to zero. For the density itself to be real, k and −k must carry the same amplitude, as they do here.

The constants are postulated. A nonzero w means that a density modulation and its negative are inequivalent, and its sign makes positive A favourable; u > 0 bounds the energy from below. Both are taken independent of the angles between wavevectors. `ordering_criterion` covers any star with positive c₃ and c₄, for w > 0, u > 0 and any real t, and `bcc_orders_before_hexagonal` is the comparison above.

The comparison leaves out unequal amplitudes, general phases, other stars and higher harmonics. It concerns which of two patterns first goes below zero, and does not determine the ground state at lower t.

```lean
import Mathlib

open Finset

namespace LandauCrystallization

noncomputable section

/-- A wavevector with integer Cartesian components, in units of a fixed reciprocal length. -/
abbrev Wavevector := ℤ × ℤ × ℤ

/-- The twelve wavevectors of type (±1,±1,0), the reciprocal star of a bcc crystal. -/
def bccStar : Finset Wavevector :=
  {(1, 1, 0), (1, -1, 0), (-1, 1, 0), (-1, -1, 0),
   (1, 0, 1), (1, 0, -1), (-1, 0, 1), (-1, 0, -1),
   (0, 1, 1), (0, 1, -1), (0, -1, 1), (0, -1, -1)}

/-- Six wavevectors forming a regular hexagon in the plane x + y + z = 0. -/
def hexStar : Finset Wavevector :=
  {(1, -1, 0), (-1, 1, 0), (0, 1, -1), (0, -1, 1), (-1, 0, 1), (1, 0, -1)}

/-- The number of ordered triples of wavevectors in the star with zero sum. -/
def tripleCount (S : Finset Wavevector) : ℕ :=
  ∑ p ∈ S, ∑ q ∈ S, ∑ r ∈ S, if p + q + r = 0 then 1 else 0

/-- The number of ordered quadruples of wavevectors in the star with zero sum. -/
def quadrupleCount (S : Finset Wavevector) : ℕ :=
  ∑ p ∈ S, ∑ q ∈ S, ∑ r ∈ S, ∑ s ∈ S, if p + q + r + s = 0 then 1 else 0

/-- The Landau energy of real Fourier amplitudes `a` on an inversion-symmetric star `S`;
the cubic and quartic terms couple waves whose wavevectors sum to zero. -/
def landauEnergy (t w u : ℝ) (S : Finset Wavevector) (a : Wavevector → ℝ) : ℝ :=
  t * (∑ k ∈ S, a k * a (-k))
    - w * (∑ p ∈ S, ∑ q ∈ S, ∑ r ∈ S, if p + q + r = 0 then a p * a q * a r else 0)
    + u * (∑ p ∈ S, ∑ q ∈ S, ∑ r ∈ S, ∑ s ∈ S,
        if p + q + r + s = 0 then a p * a q * a r * a s else 0)

/-- Equal amplitudes A/√N on the N waves of a nonempty star. -/
def equalAmplitude (S : Finset Wavevector) (A : ℝ) : Wavevector → ℝ :=
  fun _ => A / Real.sqrt (S.card : ℝ)

/-- The cubic coefficient c₃ = triples / N^(3/2) of a nonempty star. -/
def cubicCoeff (S : Finset Wavevector) : ℝ :=
  (tripleCount S : ℝ) / Real.sqrt (S.card : ℝ) ^ 3

/-- The quartic coefficient c₄ = quadruples / N² of a nonempty star. -/
def quarticCoeff (S : Finset Wavevector) : ℝ :=
  (quadrupleCount S : ℝ) / (S.card : ℝ) ^ 2

/-- All twelve wavevectors have squared length 2, the hexagonal six are among them,
and both stars are symmetric under inversion. -/
theorem star_geometry :
    (∀ k ∈ bccStar, -k ∈ bccStar ∧ k.1 * k.1 + k.2.1 * k.2.1 + k.2.2 * k.2.2 = 2) ∧
    (∀ k ∈ hexStar, -k ∈ hexStar ∧ k ∈ bccStar) := by
  refine ⟨?_, ?_⟩ <;> decide +kernel

/-- The hexagonal star has 6 wavevectors, 12 zero-sum triples and 90 zero-sum quadruples. -/
theorem hex_counts :
    hexStar.card = 6 ∧ tripleCount hexStar = 12 ∧ quadrupleCount hexStar = 90 := by
  refine ⟨?_, ?_, ?_⟩ <;> decide +kernel

/-- The (±1,±1,0) star has 12 wavevectors, 48 zero-sum triples and 540 zero-sum quadruples. -/
theorem bcc_counts :
    bccStar.card = 12 ∧ tripleCount bccStar = 48 ∧ quadrupleCount bccStar = 540 := by
  refine ⟨?_, ?_, ?_⟩ <;> decide +kernel

/-- For equal amplitudes the Landau energy of a star is t A² - w c₃ A³ + u c₄ A⁴. -/
theorem energy_equalAmplitude {S : Finset Wavevector} (hS : S.Nonempty) (t w u A : ℝ) :
    landauEnergy t w u S (equalAmplitude S A)
      = t * A ^ 2 - w * cubicCoeff S * A ^ 3 + u * quarticCoeff S * A ^ 4 := by
  -- constant summands turn the coupling sums into counts
  have h3 : ∀ x : ℝ, (∑ p ∈ S, ∑ q ∈ S, ∑ r ∈ S, if p + q + r = 0 then x * x * x else 0)
      = (tripleCount S : ℝ) * (x * x * x) := by
    intro x
    simp only [tripleCount, Nat.cast_sum, Nat.cast_ite, Nat.cast_one, Nat.cast_zero,
      sum_mul, ite_mul, one_mul, zero_mul]
  have h4 : ∀ x : ℝ, (∑ p ∈ S, ∑ q ∈ S, ∑ r ∈ S, ∑ s ∈ S,
      if p + q + r + s = 0 then x * x * x * x else 0)
      = (quadrupleCount S : ℝ) * (x * x * x * x) := by
    intro x
    simp only [quadrupleCount, Nat.cast_sum, Nat.cast_ite, Nat.cast_one, Nat.cast_zero,
      sum_mul, ite_mul, one_mul, zero_mul]
  have hpos : (0 : ℝ) < (S.card : ℝ) := by exact_mod_cast hS.card_pos
  obtain ⟨s, hs, hsq, hN⟩ : ∃ s : ℝ, 0 < s ∧ Real.sqrt (S.card : ℝ) = s ∧
      (S.card : ℝ) = s ^ 2 :=
    ⟨_, Real.sqrt_pos.mpr hpos, rfl, (Real.sq_sqrt hpos.le).symm⟩
  simp only [landauEnergy, equalAmplitude]
  rw [h3, h4, sum_const, nsmul_eq_mul, cubicCoeff, quarticCoeff, hsq, hN]
  have e : s ^ 2 * (A / s * (A / s)) = A ^ 2 := by field_simp
  linear_combination t * e

/-- Completing the square in a Landau energy with cubic coefficient g and quartic
coefficient h. -/
theorem complete_square (t g A : ℝ) {h : ℝ} (hh : h ≠ 0) :
    t * A ^ 2 - g * A ^ 3 + h * A ^ 4
      = A ^ 2 * ((t - g ^ 2 / (4 * h)) + h * (A - g / (2 * h)) ^ 2) := by
  field_simp
  ring

/-- A star with positive c₃ and c₄ has negative energy at some amplitude A > 0 exactly when
t < w² c₃² / (4 u c₄); otherwise its energy is nonnegative at every real amplitude. -/
theorem ordering_criterion {S : Finset Wavevector} (h3 : 0 < cubicCoeff S)
    (h4 : 0 < quarticCoeff S) {w u : ℝ} (hw : 0 < w) (hu : 0 < u) (t : ℝ) :
    ((∃ A > 0, landauEnergy t w u S (equalAmplitude S A) < 0) ↔
      t < w ^ 2 * cubicCoeff S ^ 2 / (4 * u * quarticCoeff S)) ∧
    (w ^ 2 * cubicCoeff S ^ 2 / (4 * u * quarticCoeff S) ≤ t →
      ∀ A, 0 ≤ landauEnergy t w u S (equalAmplitude S A)) := by
  have hS : S.Nonempty := by
    rcases S.eq_empty_or_nonempty with h | h
    · subst h
      simp [cubicCoeff, tripleCount] at h3
    · exact h
  have hg : 0 < w * cubicCoeff S := mul_pos hw h3
  have hh : 0 < u * quarticCoeff S := mul_pos hu h4
  have e : w ^ 2 * cubicCoeff S ^ 2 / (4 * u * quarticCoeff S)
      = (w * cubicCoeff S) ^ 2 / (4 * (u * quarticCoeff S)) := by
    rw [mul_pow, mul_assoc 4 u]
  have hnn : w ^ 2 * cubicCoeff S ^ 2 / (4 * u * quarticCoeff S) ≤ t →
      ∀ A, 0 ≤ landauEnergy t w u S (equalAmplitude S A) := by
    intro ht A
    rw [e] at ht
    rw [energy_equalAmplitude hS, complete_square _ _ _ hh.ne']
    exact mul_nonneg (sq_nonneg _)
      (add_nonneg (sub_nonneg.mpr ht) (mul_nonneg hh.le (sq_nonneg _)))
  refine ⟨⟨?_, ?_⟩, hnn⟩
  · rintro ⟨A, _, hA⟩
    by_contra hn
    exact absurd hA (not_lt_of_ge (hnn (not_lt.mp hn) A))
  · -- the amplitude that makes the square vanish
    intro ht
    rw [e] at ht
    refine ⟨w * cubicCoeff S / (2 * (u * quarticCoeff S)), by positivity, ?_⟩
    rw [energy_equalAmplitude hS, complete_square _ _ _ hh.ne']
    refine mul_neg_of_pos_of_neg (by positivity) ?_
    rw [sub_self]
    linarith

/-- The ratio c₃²/c₄ is 4/15 for the hexagonal star and 16/45 for the (±1,±1,0) star. -/
theorem coefficient_ratios :
    cubicCoeff hexStar ^ 2 / quarticCoeff hexStar = 4 / 15 ∧
    cubicCoeff bccStar ^ 2 / quarticCoeff bccStar = 16 / 45 := by
  have hsq : ∀ S, cubicCoeff S ^ 2 = (tripleCount S : ℝ) ^ 2 / (S.card : ℝ) ^ 3 := by
    intro S
    rw [cubicCoeff, div_pow, ← pow_mul, mul_comm 3 2, pow_mul,
      Real.sq_sqrt (Nat.cast_nonneg _)]
  obtain ⟨a1, a2, a3⟩ := hex_counts
  obtain ⟨b1, b2, b3⟩ := bcc_counts
  constructor
  · rw [hsq, quarticCoeff, a1, a2, a3]
    norm_num
  · rw [hsq, quarticCoeff, b1, b2, b3]
    norm_num

/-- For t from (4/15) w²/(4u) up to, but not including, (16/45) w²/(4u), the bcc star has
negative energy at some A > 0, while the hexagonal energy is nonnegative at every amplitude. -/
theorem bcc_orders_before_hexagonal {t w u : ℝ} (hw : 0 < w) (hu : 0 < u)
    (hlo : 4 / 15 * (w ^ 2 / (4 * u)) ≤ t) (hhi : t < 16 / 45 * (w ^ 2 / (4 * u))) :
    (∃ A > 0, landauEnergy t w u bccStar (equalAmplitude bccStar A) < 0) ∧
    ∀ A, 0 ≤ landauEnergy t w u hexStar (equalAmplitude hexStar A) := by
  obtain ⟨a1, a2, a3⟩ := hex_counts
  obtain ⟨b1, b2, b3⟩ := bcc_counts
  have hx3 : 0 < cubicCoeff hexStar := by rw [cubicCoeff, a1, a2]; positivity
  have hx4 : 0 < quarticCoeff hexStar := by rw [quarticCoeff, a1, a3]; positivity
  have hb3 : 0 < cubicCoeff bccStar := by rw [cubicCoeff, b1, b2]; positivity
  have hb4 : 0 < quarticCoeff bccStar := by rw [quarticCoeff, b1, b3]; positivity
  -- each threshold is the ratio c₃²/c₄ times w²/(4u)
  have e : ∀ c d : ℝ, w ^ 2 * c ^ 2 / (4 * u * d) = c ^ 2 / d * (w ^ 2 / (4 * u)) := by
    intro c d
    rw [div_mul_div_comm, mul_comm (w ^ 2), mul_comm (4 * u)]
  constructor
  · apply (ordering_criterion hb3 hb4 hw hu t).1.mpr
    rw [e, coefficient_ratios.2]
    exact hhi
  · apply (ordering_criterion hx3 hx4 hw hu t).2
    rw [e, coefficient_ratios.1]
    exact hlo

end

end LandauCrystallization
```

```lean
#print axioms LandauCrystallization.star_geometry
-- 'LandauCrystallization.star_geometry' depends on axioms: [propext, Classical.choice, Quot.sound]
#print axioms LandauCrystallization.energy_equalAmplitude
-- 'LandauCrystallization.energy_equalAmplitude' depends on axioms: [propext, Classical.choice, Quot.sound]
#print axioms LandauCrystallization.bcc_orders_before_hexagonal
-- 'LandauCrystallization.bcc_orders_before_hexagonal' depends on axioms: [propext, Classical.choice, Quot.sound]
```

## How the proof follows the calculation

`hex_counts` and `bcc_counts` replace the grouping by p·q with direct enumeration: `decide +kernel` evaluates the finite sums. In `energy_equalAmplitude`, `h3` and `h4` pull the constant amplitude out of the coupling sums, leaving T and Q; the rest is algebra with s = √N.

`complete_square` is the identity for F(A), proved by `field_simp` and `ring`. `ordering_criterion` first shows nonnegativity above the threshold, which gives one direction by contradiction; for the other it inserts A = g/(2h). `coefficient_ratios` supplies the two fractions, and the last theorem applies the criterion to each star.

## The same coefficients from a real-space grid

In a phase-field crystal calculation, this equal-amplitude, single-wavelength energy can serve as a first estimate of which of the two patterns first falls below the uniform liquid of the same mean density. A code can obtain c₃ and c₄ without listing triples: set A = 1, build ψ(r) = Σ exp(ik·r)/√N over the star, and average ψ³ and ψ⁴ over a cube of side 2π, with k in the integer units above. Five points per direction, 2π/5 apart so that the far face of the cube is not counted again, already make these averages exact, because no component of a sum of four wavevectors exceeds 4 in magnitude. The results should be 2/√6 and 5/2 for the hexagon, and 2/√3 and 15/4 for bcc.
